# Newton's method on a concave function with positive slope never overshoots the root from below

Let f be concave on a convex set s of real numbers, with derivative f' > 0 at every point of s, and let r in s satisfy f(r) = 0. From any start x₀ ≤ r in s, the Newton iterates

x_{k+1} = x_k − f(x_k)/f'(x_k)

are non-decreasing, never exceed r and converge to r. Their error obeys

r − x_k ≤ q^k (r − x₀), with q = 1 − f'(r)/f'(x₀) and 0 ≤ q < 1.

No bracketing, damping or step limit is needed on that side of the root. On the other side a step can leave s, and the logarithm gives an example.

## The level shift in a trust-radius step

A trust-radius geometry optimiser minimises a quadratic model of the energy over displacements p of length at most Δ. Let g ≠ 0 be the gradient, H the symmetric Hessian and h₁ its lowest eigenvalue. When the length constraint is active, and outside the degenerate "hard case", the step is

p(λ) = −(H + λI)⁻¹ g, with λ > −h₁ chosen so that ‖p(λ)‖ = Δ.

This is one equation for one unknown, the level shift λ. A common way to solve it is to apply Newton's method to

f(λ) = 1/‖p(λ)‖ − 1/Δ.

The function is concave with positive slope on the half-line λ > −h₁. To see this, let h_i be the eigenvalues of H, g_i the components of g along the eigenvectors, and S_n = Σ_i g_i²/(h_i + λ)^n. Then ‖p(λ)‖² = S₂, and differentiation gives

f' = S₃ S₂^(−3/2) > 0,

f'' = 3 S₂^(−5/2) (S₃² − S₂ S₄) ≤ 0,

where the last sign is the Cauchy–Schwarz inequality. The Lean file takes concavity and positive slope as hypotheses, so this short calculation is what connects it to the trust-radius problem.

With w = p·(H + λI)⁻¹p = S₃, the Newton update becomes

λ_new = λ + (‖p‖²/w) (‖p‖ − Δ)/Δ.

A code that factorises H + λI = LLᵀ solves for p, then solves Lu = p, and has w = ‖u‖². A code that has diagonalised H evaluates the sums S₂ and S₃ directly.

Since ‖p(λ)‖ decreases with λ, being at or below the root means that the current step is too long or exactly right. This has three practical consequences in exact arithmetic:

- If H is positive definite and ‖p(0)‖ > Δ, then λ = 0 is a valid start and the iteration needs no safeguard.
- If H is indefinite, the guarantee covers any start above −h₁ with ‖p(λ)‖ ≥ Δ. Every later shift then keeps H + λI positive definite.
- The iterates approach from the side where ‖p‖ ≥ Δ. A code that stops at a tolerance may therefore end with a step slightly longer than Δ, which it can accept or rescale.

These statements concern the search for λ within one step of a geometry optimisation. They say nothing about whether the outer optimisation converges.

## From one tangent inequality to convergence

**The graph lies below its tangents.** Take x and y in s and 0 < t ≤ 1. Concavity gives

f(x + t(y − x)) ≥ (1 − t) f(x) + t f(y).

Subtract f(x), divide by t and let t → 0. The left side tends to f'(x)(y − x), so

f(y) ≤ f(x) + f'(x)(y − x).   (1)

**The slope does not increase.** For x < y, write (1) once with the tangent at x and once with the tangent at y, and add the two. The function values cancel, leaving

0 ≤ (f'(x) − f'(y))(y − x),

hence f'(y) ≤ f'(x).

**A step lands at or below the root.** Write N(x) = x − f(x)/f'(x). Setting y = r in (1) gives 0 ≤ f(x) + f'(x)(r − x). Dividing by f'(x) > 0 and rearranging gives N(x) ≤ r. This holds for x on either side of r.

**A step from below does not go backwards.** Let x ≤ r. The tangent at r, evaluated at x, gives

f(x) ≤ −f'(r)(r − x) ≤ 0.   (2)

Therefore f(x)/f'(x) ≤ 0 and N(x) ≥ x.

**The error contracts.** Let x₀ ≤ x ≤ r. By (2),

r − N(x) = (r − x) + f(x)/f'(x) ≤ (1 − f'(r)/f'(x))(r − x).

The slope at x is at most the slope at x₀, so f'(r)/f'(x) ≥ f'(r)/f'(x₀), and

r − N(x) ≤ q (r − x).   (3)

Since 0 < f'(r) ≤ f'(x₀), the factor q lies in the interval 0 ≤ q < 1.

**Convergence follows by induction.** Suppose x₀ ≤ x_k ≤ r. The convex set s contains x₀ and r, so it contains x_k. The two statements about N give x_k ≤ x_{k+1} ≤ r, and (3) multiplies the error bound by another factor q. Thus

r − q^k (r − x₀) ≤ x_k ≤ r,

and q^k → 0 forces x_k → r. Continuity of f' is never used.

**On the whole line any start works.** If s is all of ℝ, a start above r lands at or below r after one step, and the argument applies from there.

**On a half-line a step can escape.** The logarithm is concave on x > 0, with slope 1/x and root 1. Its Newton step is

N(x) = x − x ln x = x(1 − ln x),

which is negative for every x > e.

## Reading the Lean statements

The function `newtonStep f f'` is the map N, and `(newtonStep f f')^[k] x₀` is that map applied k times to the start, which is x_k. The slope `f'` is a separate real function. The hypothesis `hd` ties it to `f` by `HasDerivAt f (f' x) x` at each point of `s`, and `hpos` makes it positive there.

The hypothesis `ConcaveOn ℝ s f` contains two conditions: `s` is convex, and `f` satisfies the concavity inequality on it. For the level shift, `s` is the half-line λ > −h₁, `r` is the shift that gives a step of length Δ, and `x₀` is the initial shift.

The conclusion of `newton_monotone_convergence` has four parts, in this order: the sequence is monotone, it is bounded above by `r`, it obeys the geometric error bound, and it tends to `r`. The theorem `newton_global_convergence` replaces `s` by the whole line and allows any start. The theorem `log_step_leaves_domain` records that the logarithm meets the hypotheses on the positive half-line, and that a step from any point above e lands at a negative number.

```lean
import Mathlib

open Filter Topology

namespace ConcaveNewton

noncomputable section

/-- The map `x ↦ x - f x / f' x`. It is the Newton update for the equation `f = 0` when `f'` is the
slope of `f`. -/
def newtonStep (f f' : ℝ → ℝ) (x : ℝ) : ℝ := x - f x / f' x

variable {f f' : ℝ → ℝ} {s : Set ℝ} {r x x₀ : ℝ}

/-- The graph of a concave function lies on or below each of its tangents. -/
theorem le_tangent (hf : ConcaveOn ℝ s f) {y : ℝ} (hx : x ∈ s) (hy : y ∈ s)
    (hd : HasDerivAt f (f' x) x) : f y ≤ f x + f' x * (y - x) := by
  rcases lt_trichotomy x y with h | h | h
  · have h1 := hf.slope_le_of_hasDerivAt hx hy h hd
    rw [slope_def_field, div_le_iff₀ (sub_pos.2 h)] at h1
    linarith
  · subst h
    simp
  · have h1 := hf.le_slope_of_hasDerivAt hy hx h hd
    rw [slope_def_field, le_div_iff₀ (sub_pos.2 h)] at h1
    linarith

/-- The slope of a concave function does not increase from left to right. -/
theorem slope_antitone (hf : ConcaveOn ℝ s f) (hd : ∀ x ∈ s, HasDerivAt f (f' x) x)
    {y : ℝ} (hx : x ∈ s) (hy : y ∈ s) (hxy : x ≤ y) : f' y ≤ f' x := by
  rcases eq_or_lt_of_le hxy with h | h
  · rw [h]
  · -- add the two tangent inequalities at `x` and at `y`
    have h1 := le_tangent hf hx hy (hd x hx)
    have h2 := le_tangent hf hy hx (hd y hy)
    by_contra hc
    have h3 := mul_pos (sub_pos.2 (not_le.1 hc)) (sub_pos.2 h)
    nlinarith

/-- For a concave function, a Newton step from any point of the domain where the slope is positive,
on either side of the root, lands at or below the root. -/
theorem newtonStep_le_root (hf : ConcaveOn ℝ s f) (hx : x ∈ s) (hr : r ∈ s)
    (hd : HasDerivAt f (f' x) x) (hpos : 0 < f' x) (hroot : f r = 0) :
    newtonStep f f' x ≤ r := by
  have h1 := le_tangent hf hx hr hd
  have h2 : x - r ≤ f x / f' x := by
    rw [le_div_iff₀ hpos]
    linarith
  unfold newtonStep
  linarith

/-- For a concave function of positive slope, a Newton step from a point at or below the root never
goes backwards. -/
theorem le_newtonStep (hf : ConcaveOn ℝ s f) (hd : ∀ x ∈ s, HasDerivAt f (f' x) x)
    (hpos : ∀ x ∈ s, 0 < f' x) (hx : x ∈ s) (hr : r ∈ s) (hroot : f r = 0) (hxr : x ≤ r) :
    x ≤ newtonStep f f' x := by
  have h1 := le_tangent hf hr hx (hd r hr)
  have h2 := mul_nonneg (hpos r hr).le (sub_nonneg.2 hxr)
  have h3 : f x / f' x ≤ 0 :=
    div_nonpos_of_nonpos_of_nonneg (by linarith) (hpos x hx).le
  unfold newtonStep
  linarith

/-- For a concave function of positive slope, a Newton step from a point between `x₀` and the root
`r` multiplies the distance to the root by at most `1 - f' r / f' x₀`. -/
theorem newtonStep_contracts (hf : ConcaveOn ℝ s f) (hd : ∀ x ∈ s, HasDerivAt f (f' x) x)
    (hpos : ∀ x ∈ s, 0 < f' x) (h₀ : x₀ ∈ s) (hx : x ∈ s) (hr : r ∈ s) (hroot : f r = 0)
    (h₀x : x₀ ≤ x) (hxr : x ≤ r) :
    r - newtonStep f f' x ≤ (1 - f' r / f' x₀) * (r - x) := by
  have h1 := le_tangent hf hr hx (hd r hr)
  have hA : 0 ≤ f' r * (r - x) := mul_nonneg (hpos r hr).le (sub_nonneg.2 hxr)
  -- the slope at `x` is at most the slope at the start
  have h2 : f' r * (r - x) / f' x₀ ≤ f' r * (r - x) / f' x :=
    div_le_div_of_nonneg_left hA (hpos x hx) (slope_antitone hf hd h₀ hx h₀x)
  -- the tangent at the root bounds the residual
  have h3 : f x / f' x ≤ -(f' r * (r - x) / f' x) := by
    rw [← neg_div]
    exact div_le_div_of_nonneg_right (by linarith) (hpos x hx).le
  have h4 : (1 - f' r / f' x₀) * (r - x) = (r - x) - f' r * (r - x) / f' x₀ := by ring
  rw [h4]
  unfold newtonStep
  linarith

/-- For a concave function of positive slope, the Newton iterates from a point `x₀` at or below
the root `r` are non-decreasing, never exceed `r`, approach it at least geometrically with ratio
`1 - f' r / f' x₀`, and converge to it. -/
theorem newton_monotone_convergence (hf : ConcaveOn ℝ s f)
    (hd : ∀ x ∈ s, HasDerivAt f (f' x) x) (hpos : ∀ x ∈ s, 0 < f' x)
    (h₀ : x₀ ∈ s) (hr : r ∈ s) (hroot : f r = 0) (h₀r : x₀ ≤ r) :
    Monotone (fun k : ℕ => (newtonStep f f')^[k] x₀) ∧
    (∀ k : ℕ, (newtonStep f f')^[k] x₀ ≤ r) ∧
    (∀ k : ℕ, r - (newtonStep f f')^[k] x₀ ≤ (1 - f' r / f' x₀) ^ k * (r - x₀)) ∧
    Tendsto (fun k : ℕ => (newtonStep f f')^[k] x₀) atTop (𝓝 r) := by
  have hmem : ∀ y, x₀ ≤ y → y ≤ r → y ∈ s := fun y h1 h2 =>
    hf.1.ordConnected.out h₀ hr ⟨h1, h2⟩
  have hq0 : 0 ≤ 1 - f' r / f' x₀ :=
    sub_nonneg.2 ((div_le_one (hpos x₀ h₀)).2 (slope_antitone hf hd h₀ hr h₀r))
  have hq1 : 1 - f' r / f' x₀ < 1 := by
    have := div_pos (hpos r hr) (hpos x₀ h₀)
    linarith
  -- all iterates stay between the start and the root, with a geometric error bound
  have key : ∀ k : ℕ, x₀ ≤ (newtonStep f f')^[k] x₀ ∧ (newtonStep f f')^[k] x₀ ≤ r ∧
      r - (newtonStep f f')^[k] x₀ ≤ (1 - f' r / f' x₀) ^ k * (r - x₀) := by
    intro k
    induction k with
    | zero => simp [h₀r]
    | succ k ih =>
      obtain ⟨h1, h2, h3⟩ := ih
      have hk := hmem _ h1 h2
      rw [Function.iterate_succ_apply']
      refine ⟨h1.trans (le_newtonStep hf hd hpos hk hr hroot h2),
        newtonStep_le_root hf hk hr (hd _ hk) (hpos _ hk) hroot, ?_⟩
      calc _ ≤ (1 - f' r / f' x₀) * (r - (newtonStep f f')^[k] x₀) :=
            newtonStep_contracts hf hd hpos h₀ hk hr hroot h1 h2
        _ ≤ (1 - f' r / f' x₀) * ((1 - f' r / f' x₀) ^ k * (r - x₀)) :=
            mul_le_mul_of_nonneg_left h3 hq0
        _ = (1 - f' r / f' x₀) ^ (k + 1) * (r - x₀) := by ring
  refine ⟨monotone_nat_of_le_succ fun k => ?_, fun k => (key k).2.1, fun k => (key k).2.2, ?_⟩
  · rw [Function.iterate_succ_apply']
    exact le_newtonStep hf hd hpos (hmem _ (key k).1 (key k).2.1) hr hroot (key k).2.1
  · -- squeeze the iterates between `r - q ^ k * (r - x₀)` and `r`
    have hlow : Tendsto (fun k : ℕ => r - (1 - f' r / f' x₀) ^ k * (r - x₀)) atTop (𝓝 r) := by
      have h := ((tendsto_pow_atTop_nhds_zero_of_lt_one hq0 hq1).mul_const (r - x₀)).const_sub r
      rwa [zero_mul, sub_zero] at h
    exact tendsto_of_tendsto_of_tendsto_of_le_of_le hlow tendsto_const_nhds
      (fun k => by have := (key k).2.2; dsimp only; linarith) (fun k => (key k).2.1)

/-- If a function is concave with positive slope on the whole line and has a root, the Newton
iterates converge to that root from every starting point. -/
theorem newton_global_convergence (hf : ConcaveOn ℝ Set.univ f)
    (hd : ∀ x, HasDerivAt f (f' x) x) (hpos : ∀ x, 0 < f' x) (hroot : f r = 0) (x₀ : ℝ) :
    Tendsto (fun k : ℕ => (newtonStep f f')^[k] x₀) atTop (𝓝 r) := by
  -- the first step lands on the safe side
  have h1 : newtonStep f f' x₀ ≤ r :=
    newtonStep_le_root hf (Set.mem_univ _) (Set.mem_univ _) (hd x₀) (hpos x₀) hroot
  have h2 := (newton_monotone_convergence hf (fun x _ => hd x) (fun x _ => hpos x)
    (Set.mem_univ _) (Set.mem_univ _) hroot h1).2.2.2
  have h3 : Tendsto (fun k : ℕ => (newtonStep f f')^[k + 1] x₀) atTop (𝓝 r) := h2
  exact (tendsto_add_atTop_iff_nat (f := fun k : ℕ => (newtonStep f f')^[k] x₀) 1).1 h3

/-- The logarithm is concave with positive slope on the positive half-line and has the root `1`,
yet a Newton step from any point above `e` lands on the negative axis, outside that domain. -/
theorem log_step_leaves_domain :
    ConcaveOn ℝ (Set.Ioi 0) Real.log ∧
    (∀ x ∈ Set.Ioi (0 : ℝ), HasDerivAt Real.log x⁻¹ x ∧ 0 < x⁻¹) ∧
    Real.log 1 = 0 ∧
    ∀ x : ℝ, Real.exp 1 < x → newtonStep Real.log (fun y => y⁻¹) x < 0 := by
  refine ⟨strictConcaveOn_log_Ioi.concaveOn, fun x hx => ?_, Real.log_one, fun x hx => ?_⟩
  · have hx' : 0 < x := hx
    exact ⟨Real.hasDerivAt_log hx'.ne', inv_pos.2 hx'⟩
  · have hx0 : 0 < x := (Real.exp_pos 1).trans hx
    have hlog : 1 < Real.log x := (Real.lt_log_iff_exp_lt hx0).2 hx
    have h := mul_pos (sub_pos.2 hlog) hx0
    simp only [newtonStep, div_inv_eq_mul]
    linarith

end

end ConcaveNewton
```

```lean
#print axioms ConcaveNewton.newtonStep_le_root
-- 'ConcaveNewton.newtonStep_le_root' depends on axioms: [propext, Classical.choice, Quot.sound]
#print axioms ConcaveNewton.newton_global_convergence
-- 'ConcaveNewton.newton_global_convergence' depends on axioms: [propext, Classical.choice, Quot.sound]
#print axioms ConcaveNewton.log_step_leaves_domain
-- 'ConcaveNewton.log_step_leaves_domain' depends on axioms: [propext, Classical.choice, Quot.sound]
```

## How the Lean proof follows the derivation

The lemma `le_tangent` is inequality (1), and `slope_antitone` adds two copies of it, with `nlinarith` closing the contradiction. The lemmas `newtonStep_le_root` and `le_newtonStep` are the upper and lower bounds on a step.

In `newtonStep_contracts`, `h1` is the tangent at the root, `h2` replaces the slope at `x` by the slope at the start, and `h3` divides the residual bound by the current slope. Together they give (3).

The main theorem first proves `hmem`, which says that every point between `x₀` and `r` belongs to `s`. The statement `key` then carries three facts through the induction: the iterate is at least `x₀`, it is at most `r`, and it obeys the error bound. The first two are needed to apply the contraction lemma at the next step. The limit comes from squeezing the iterates between `r - q ^ k * (r - x₀)` and the constant `r`.

For the whole line, the proof applies the main theorem to the point reached after one step. It then uses `tendsto_add_atTop_iff_nat` to pass from the shifted sequence back to the original one.

### The slope lemmas behind the tangent inequality

All the inequalities about a Newton step rest on `le_tangent`, and that lemma rests on a pair of Mathlib results comparing a secant slope with a derivative. For x < y, `ConcaveOn.slope_le_of_hasDerivAt` states that the secant from x to y is no steeper than the tangent at its left end:

(f(y) − f(x))/(y − x) ≤ f'(x).

For y < x, `ConcaveOn.le_slope_of_hasDerivAt` states that the secant is at least as steep as the tangent at its right end:

f'(x) ≤ (f(x) − f(y))/(x − y).

These results contain the limit t → 0 of the hand derivation. The proof splits with `lt_trichotomy` because the two cases have opposite inequalities. In each case `slope_def_field` writes the secant slope as a quotient, and multiplying by the positive denominator gives the same inequality (1). From there to the contraction bound the argument is algebra with signs, and no further limit is taken until the final squeeze.

## Limits of the guarantee for a working code

The theorem concerns exact real arithmetic. Rounding can put an iterate slightly above the root, and close to λ = −h₁ the linear solves become ill-conditioned. A production code still needs a stopping tolerance and an iteration limit.

The root is assumed to exist inside `s`. In the hard case, where g has no component along the lowest eigenvectors of H, the half-line may contain no solution of ‖p(λ)‖ = Δ. That case has to be detected and treated separately.

The factor q is an upper bound on the ratio of successive errors. It is close to 1 when the slope falls strongly between the start and the root, and it involves f'(r), which is not known in advance. For the level shift, f is smooth and Newton's method converges at least quadratically near the root, so when q > 0 the geometric bound is pessimistic at the end of the iteration.

The whole-line theorem does not apply to the level shift, whose domain is a half-line. From a start above the root, a code should test whether the new shift is still greater than −h₁. If it is, the shift lies at or below the root and the monotone result takes over. If it is not, the shift must be moved back into the half-line, for example by bisection against a known lower bound.
